# The purified energy is stationary at a Hermitian projector exactly when the Hermitian Fock matrix commutes with it

Let P be a Hermitian projector, F a fixed Hermitian matrix, and

f(D) = 3D² − 2D³,  E(D) = tr(F f(D)).

The derivative of E(P + tX) at t = 0 vanishes for every Hermitian X if and only if FP = PF. If, in addition, F is nonpositive on the occupied space and nonnegative on the virtual space, the t² coefficient is nonnegative for every Hermitian X.

## Truncation errors in a density matrix

P projects onto the occupied orbitals and Q = 1 − P onto the virtual ones. Discarding small matrix elements turns P into P + tX, which is generally no longer idempotent. One purification step removes the occupied-occupied and virtual-virtual parts of the error to first order, but keeps the occupied-virtual part. For a finite matrix model with fixed F, the result says when this surviving error leaves the energy unchanged to first order: when F and P commute, as they do at self-consistency.

## Stationarity and curvature as matrix statements

Operators are matrices of type `Matrix n n ℂ` over a finite index type, written in an orthonormal basis. `purify` is f and `purifiedEnergy` is E. Since F does not respond to D, E is not the Hartree-Fock total energy.

In `stationary_iff_commute`, t is real, and the final `0 0` of `HasDerivAt` gives the derivative and then the point. `hP` is idempotency and `hPh` Hermiticity of P.

`secondVariation` is the coefficient of t², half the second derivative. In `secondVariation_nonneg`, `hvirt` and `hocc` say that QFQ and −PFP are positive semidefinite: zero energy lies between the occupied and virtual levels. Moving the zero to a level μ replaces F by F − μ1 and changes E by −μ tr f(D), which need not be constant along P + tX. The sign result then concerns tr((F − μ1) f(D)). The complex inequality `0 ≤` also says that the coefficient is real.

## Expanding the energy around a projector

With P² = P,

(P + tX)² = P + t(PX + XP) + t²X²

(P + tX)³ = P + t(PX + PXP + XP) + t²(PX² + XPX + X²P) + t³X³.

The linear term of f(P + tX) is therefore PX + XP − 2PXP = PXQ + QXP. Cyclicity of the trace gives

E(P + tX) = tr(FP) + t tr(GX) + t² S(X) − 2t³ tr(FX³)

G = QFP + PFQ

S(X) = tr(F(3X² − 2(PX² + XPX + X²P))).

The derivative at t = 0 is tr(GX). Multiplication by P isolates the blocks of G:

PG = PF − PFP,  GP = FP − PFP.

If G = 0, then PF = PFP = FP. Conversely, if FP = PF, then QFP = QPF = 0 and PFQ = FPQ = 0, so G = 0 and E is stationary.

For the other direction of the stationarity result, G is Hermitian, so X = G is an allowed error. Stationarity gives tr(G†G) = Σ |G_ij|² = 0, hence G = 0 and FP = PF.

## Occupied and virtual blocks at second order

Let FP = PF. Then tr(FX²P) = tr(FPX²), so

S(X) = tr(F(3X² − 4PX² − 2XPX)).

Also tr(FY) = tr(FQYQ) + tr(FPYP). Inserting X² = XPX + XQX, the virtual block contains 3XQX + XPX and the occupied block −3XPX − XQX:

S(X) = 3 tr(FQXQXQ) + tr(FQXPXQ) − 3 tr(FPXPXP) − tr(FPXQXP).

For R = P or Q, Hermitian X and positive semidefinite A,

tr(AXRX) = tr((XR)†A(XR)) ≥ 0.

Taking A = QFQ for the first two terms and A = −PFP for the last two makes every contribution nonnegative.

## One level, two levels and a fractional occupation

For a single occupied level, P = 1, F = ε and X = 1, so

E(1 + t) = ε − 3εt² − 2εt³.

The linear term is absent. With ε = 1 the occupied level lies above zero and the t² coefficient is −3, so the sign result fails without `hocc`.

For F = diag(−1, 1) and P = diag(1, 0), a Hermitian X with diagonal entries a, b and off-diagonal entry c gives S(X) = 3a² + 3b² + 2|c|².

Idempotency matters for stationarity: replace P by the number 1/2 and take F = X = 1. These commute, but the derivative is 6(1/2) − 6(1/2)² = 3/2. Hermiticity with occupations between 0 and 1 is not enough.

## The Lean file

```lean
import Mathlib

open Matrix
open scoped ComplexOrder

namespace PurifiedEnergy

variable {n : Type*} [Fintype n] [DecidableEq n]

/-- The purification polynomial `3D² - 2D³` of a density matrix `D`. -/
noncomputable def purify (D : Matrix n n ℂ) : Matrix n n ℂ :=
  (3 : ℂ) • (D * D) - (2 : ℂ) • (D * D * D)

/-- The energy `tr(F f(D))` of the purified density matrix for a fixed Fock matrix `F`. -/
noncomputable def purifiedEnergy (F D : Matrix n n ℂ) : ℂ := trace (F * purify D)

/-- The sum of the occupied-virtual blocks of `F`, namely `QFP + PFQ` with `Q = 1 - P`. -/
def energyGradient (F P : Matrix n n ℂ) : Matrix n n ℂ :=
  (1 - P) * F * P + P * F * (1 - P)

/-- The quadratic form `tr(F (3X² - 2(PX² + XPX + X²P)))` in the error `X`. -/
noncomputable def secondVariation (F P X : Matrix n n ℂ) : ℂ :=
  trace (F * ((3 : ℂ) • (X * X) - (2 : ℂ) • (P * X * X + X * P * X + X * X * P)))

/-- For idempotent `P` the purified energy at `P + tX` is an explicit cubic in `t`, whose linear
and quadratic coefficients are given by `energyGradient` and `secondVariation`. -/
theorem purifiedEnergy_expansion (F P X : Matrix n n ℂ) (hP : P * P = P) (t : ℂ) :
    purifiedEnergy F (P + t • X) = trace (F * P) + t * trace (energyGradient F P * X)
      + t ^ 2 * secondVariation F P X - (2 * t ^ 3) * trace (F * (X * X * X)) := by
  -- expand the polynomial and reduce with P² = P
  have e : purify (P + t • X) = P + t • (P * X * (1 - P) + (1 - P) * X * P)
      + t ^ 2 • ((3 : ℂ) • (X * X) - (2 : ℂ) • (P * X * X + X * P * X + X * X * P))
      - (2 * t ^ 3) • (X * X * X) := by
    simp only [purify, mul_add, add_mul, mul_sub, sub_mul, mul_one, one_mul,
      Matrix.smul_mul, Matrix.mul_smul, mul_assoc, hP]
    module
  have lin : ∀ (A B C D : Matrix n n ℂ) (a b c : ℂ),
      trace (F * (A + a • B + b • C - c • D)) = trace (F * A) + a * trace (F * B)
        + b * trace (F * C) - c * trace (F * D) := by
    intro A B C D a b c
    simp only [mul_add, mul_sub, Matrix.mul_smul, trace_add, trace_sub, trace_smul, smul_eq_mul]
  -- move the error X to the right by cyclicity of the trace
  have cyc : ∀ A B : Matrix n n ℂ, trace (F * (A * X * B)) = trace (B * F * A * X) := by
    intro A B
    rw [← mul_assoc, trace_mul_comm]
    simp only [mul_assoc]
  have g : trace (F * (P * X * (1 - P) + (1 - P) * X * P))
      = trace (energyGradient F P * X) := by
    rw [energyGradient, mul_add, trace_add, cyc, cyc, ← trace_add, ← add_mul]
  rw [purifiedEnergy, e, lin, g, secondVariation]

/-- For idempotent `P` the derivative of the purified energy along `X` is
`tr((QFP + PFQ) X)`. -/
theorem hasDerivAt_purifiedEnergy (F P X : Matrix n n ℂ) (hP : P * P = P) :
    HasDerivAt (fun t : ℝ => purifiedEnergy F (P + (t : ℂ) • X))
      (trace (energyGradient F P * X)) 0 := by
  have h : HasDerivAt (fun t : ℝ => (t : ℂ)) 1 0 := by
    simpa using (hasDerivAt_id (0 : ℝ)).ofReal_comp
  have e : (fun t : ℝ => purifiedEnergy F (P + (t : ℂ) • X)) = fun t : ℝ =>
      trace (F * P) + (t : ℂ) * trace (energyGradient F P * X)
        + (t : ℂ) * (t : ℂ) * secondVariation F P X
        - (t : ℂ) * (t : ℂ) * (t : ℂ) * (2 * trace (F * (X * X * X))) := by
    funext t
    rw [purifiedEnergy_expansion F P X hP]
    ring
  rw [e]
  have h2 := h.fun_mul h
  have h3 := h2.fun_mul h
  exact ((((h.mul_const _).const_add _).fun_add (h2.mul_const _)).fun_sub
    (h3.mul_const _)).congr_deriv (by simp)

/-- For idempotent `P` the occupied-virtual blocks of `F` vanish exactly when `F` commutes
with `P`. -/
theorem energyGradient_eq_zero_iff (F P : Matrix n n ℂ) (hP : P * P = P) :
    energyGradient F P = 0 ↔ F * P = P * F := by
  have hP' : ∀ Y : Matrix n n ℂ, P * (P * Y) = P * Y := fun Y => by rw [← mul_assoc, hP]
  constructor
  · intro hG
    -- multiplying by P from either side isolates one block
    have a : P * F - P * F * P = P * energyGradient F P := by
      simp only [energyGradient, mul_add, mul_sub, sub_mul, mul_one, one_mul, mul_assoc, hP']
      abel
    have b : F * P - P * F * P = energyGradient F P * P := by
      simp only [energyGradient, add_mul, mul_sub, sub_mul, mul_one, one_mul, mul_assoc, hP]
      abel
    rw [hG, mul_zero] at a
    rw [hG, zero_mul] at b
    exact (sub_eq_zero.mp b).trans (sub_eq_zero.mp a).symm
  · intro hF
    simp only [energyGradient, mul_sub, sub_mul, mul_one, one_mul, mul_assoc, hF, hP']
    abel

/-- For a Hermitian projector `P` and Hermitian `F`, the purified energy is stationary at `P`
along every Hermitian error `X` if and only if `F` commutes with `P`. -/
theorem stationary_iff_commute (F P : Matrix n n ℂ) (hF : F.IsHermitian)
    (hPh : P.IsHermitian) (hP : P * P = P) :
    (∀ X : Matrix n n ℂ, X.IsHermitian →
      HasDerivAt (fun t : ℝ => purifiedEnergy F (P + (t : ℂ) • X)) 0 0) ↔ F * P = P * F := by
  rw [← energyGradient_eq_zero_iff F P hP]
  constructor
  · intro h
    have hG : (energyGradient F P)ᴴ = energyGradient F P := by
      simp only [energyGradient, conjTranspose_add, conjTranspose_mul, conjTranspose_sub,
        conjTranspose_one, hF.eq, hPh.eq]
      noncomm_ring
    -- test stationarity along the gradient itself
    have h0 := (hasDerivAt_purifiedEnergy F P (energyGradient F P) hP).unique (h _ hG)
    apply trace_conjTranspose_mul_self_eq_zero_iff.mp
    rw [hG]
    exact h0
  · intro hG X _
    have h := hasDerivAt_purifiedEnergy F P X hP
    rwa [hG, zero_mul, trace_zero] at h

/-- If `F` commutes with the idempotent `P`, the quadratic energy error splits into virtual and
occupied parts; errors within a block carry weight 3 and occupied-virtual errors weight 1. -/
theorem secondVariation_blocks (F P X : Matrix n n ℂ) (hP : P * P = P) (hF : F * P = P * F) :
    secondVariation F P X =
      3 * trace (F * ((1 - P) * (X * (1 - P) * X) * (1 - P)))
      + trace (F * ((1 - P) * (X * P * X) * (1 - P)))
      - 3 * trace (F * (P * (X * P * X) * P))
      - trace (F * (P * (X * (1 - P) * X) * P)) := by
  have hP' : ∀ Y : Matrix n n ℂ, P * (P * Y) = P * Y := fun Y => by rw [← mul_assoc, hP]
  -- a projector at the right end can be moved to the left end
  have hc : ∀ Y : Matrix n n ℂ, trace (F * (Y * P)) = trace (F * (P * Y)) := by
    intro Y
    rw [← mul_assoc, trace_mul_comm, ← mul_assoc, ← hF, mul_assoc]
  have h1 : trace (F * (X * (X * P))) = trace (F * (P * (X * X))) := by
    simpa only [mul_assoc] using hc (X * X)
  have h2 : trace (F * (X * (P * (X * P)))) = trace (F * (P * (X * (P * X)))) := by
    simpa only [mul_assoc] using hc (X * (P * X))
  have h3 : trace (F * (P * (X * (X * P)))) = trace (F * (P * (X * X))) := by
    simpa only [mul_assoc, hP'] using hc (P * (X * X))
  have h4 : trace (F * (P * (X * (P * (X * P))))) = trace (F * (P * (X * (P * X)))) := by
    simpa only [mul_assoc, hP'] using hc (P * (X * (P * X)))
  simp only [secondVariation, mul_add, mul_sub, sub_mul, mul_one, one_mul, mul_assoc,
    Matrix.mul_smul, trace_add, trace_sub, trace_smul, smul_eq_mul, smul_add, h1, h2, h3, h4]
  ring

/-- Let `F` commute with the Hermitian projector `P`, be nonnegative on the virtual space and
nonpositive on the occupied space. Then the quadratic energy error of every Hermitian `X` is
nonnegative. -/
theorem secondVariation_nonneg (F P X : Matrix n n ℂ) (hPh : P.IsHermitian) (hP : P * P = P)
    (hF : F * P = P * F) (hX : X.IsHermitian)
    (hvirt : ((1 - P) * F * (1 - P)).PosSemidef) (hocc : (-(P * F * P)).PosSemidef) :
    0 ≤ secondVariation F P X := by
  have hQ : (1 - P) * (1 - P) = 1 - P := by
    simp only [mul_sub, sub_mul, mul_one, one_mul, hP]
    abel
  have hQh : (1 - P)ᴴ = 1 - P := by rw [conjTranspose_sub, conjTranspose_one, hPh.eq]
  -- each block is the trace of a positive semidefinite matrix
  have key : ∀ A R : Matrix n n ℂ, A.PosSemidef → Rᴴ = R → R * R = R →
      0 ≤ trace (A * (X * R * X)) := by
    intro A R hA hR hRR
    have h := (hA.conjTranspose_mul_mul_same (X * R)).trace_nonneg
    have e : (X * R)ᴴ * A * (X * R) = (R * X) * (A * (X * R)) := by
      rw [conjTranspose_mul, hR, hX.eq, mul_assoc]
    have e' : A * (X * R) * (R * X) = A * (X * R * X) := by
      calc A * (X * R) * (R * X) = A * (X * (R * R) * X) := by simp only [mul_assoc]
        _ = A * (X * R * X) := by rw [hRR]
    rwa [e, trace_mul_comm, e'] at h
  have cyc : ∀ R Y : Matrix n n ℂ, trace (F * (R * Y * R)) = trace (R * F * R * Y) := by
    intro R Y
    rw [← mul_assoc, trace_mul_comm]
    simp only [mul_assoc]
  have a := key _ _ hvirt hQh hQ
  have b := key _ _ hvirt hPh.eq hP
  have c := key _ _ hocc hPh.eq hP
  have d := key _ _ hocc hQh hQ
  rw [neg_mul, trace_neg] at c d
  rw [secondVariation_blocks F P X hP hF, cyc, cyc, cyc, cyc]
  have s := add_nonneg (add_nonneg (add_nonneg a a) (add_nonneg a b))
    (add_nonneg (add_nonneg c c) (add_nonneg c d))
  refine s.trans_eq ?_
  ring

/-- The two-level Fock matrix `diag(-1, 1)` and the projector `diag(1, 0)` satisfy all the
conditions placed on `F` and `P` in the preceding theorems. -/
theorem twoLevel_witness (F P : Matrix (Fin 2) (Fin 2) ℂ)
    (hF : F = !![-1, 0; 0, 1]) (hP : P = !![1, 0; 0, 0]) :
    F.IsHermitian ∧ P.IsHermitian ∧ P * P = P ∧ F * P = P * F ∧
      ((1 - P) * F * (1 - P)).PosSemidef ∧ (-(P * F * P)).PosSemidef := by
  subst hF hP
  refine ⟨?_, ?_, ?_, ?_, ?_, ?_⟩
  · ext i j
    fin_cases i <;> fin_cases j <;> simp
  · ext i j
    fin_cases i <;> fin_cases j <;> simp
  · ext i j
    fin_cases i <;> fin_cases j <;> simp [Matrix.mul_apply, Fin.sum_univ_succ]
  · ext i j
    fin_cases i <;> fin_cases j <;> simp [Matrix.mul_apply, Fin.sum_univ_succ]
  · -- the virtual block is a square
    have q : (1 : Matrix (Fin 2) (Fin 2) ℂ) - !![1, 0; 0, 0] = !![0, 0; 0, 1] := by
      ext i j
      fin_cases i <;> fin_cases j <;> simp
    have e : !![0, 0; 0, 1] * !![-1, 0; 0, 1] * !![0, 0; 0, 1]
        = (!![0, 0; 0, 1] : Matrix (Fin 2) (Fin 2) ℂ)ᴴ * !![0, 0; 0, 1] := by
      ext i j
      fin_cases i <;> fin_cases j <;> simp [Matrix.mul_apply, Fin.sum_univ_two]
    rw [q, e]
    exact posSemidef_conjTranspose_mul_self _
  · -- so is the negative of the occupied block
    have e : -(!![1, 0; 0, 0] * !![-1, 0; 0, 1] * !![1, 0; 0, 0])
        = (!![1, 0; 0, 0] : Matrix (Fin 2) (Fin 2) ℂ)ᴴ * !![1, 0; 0, 0] := by
      ext i j
      fin_cases i <;> fin_cases j <;> simp [Matrix.mul_apply, Fin.sum_univ_succ]
    rw [e]
    exact posSemidef_conjTranspose_mul_self _

end PurifiedEnergy
```

```lean
#print axioms PurifiedEnergy.stationary_iff_commute
-- 'PurifiedEnergy.stationary_iff_commute' depends on axioms: [propext, Classical.choice, Quot.sound]
#print axioms PurifiedEnergy.secondVariation_nonneg
-- 'PurifiedEnergy.secondVariation_nonneg' depends on axioms: [propext, Classical.choice, Quot.sound]
```

## From the cubic expansion to the sign

`purifiedEnergy_expansion` holds for any X, complex t and idempotent P. Its step `e` expands f(P + tX), with `module` collecting coefficients; `lin` distributes the trace, and `cyc` and `g` produce tr(GX). `hasDerivAt_purifiedEnergy` restricts t to real values and differentiates the cubic by the product rule.

In `energyGradient_eq_zero_iff`, `a` and `b` are the formulas for PG and GP. `stationary_iff_commute` first replaces commutation by G = 0. It then tests the direction G: `.unique` identifies tr(GG) with the assumed derivative zero, and `trace_conjTranspose_mul_self_eq_zero_iff` yields G = 0.

`secondVariation_blocks` expands both sides instead of splitting the trace into blocks. Its step `hc` moves a P from the right end to the left, `h1` to `h4` apply this to the products that occur, and `ring` compares the results.

In `secondVariation_nonneg`, `key` is the inequality for tr(AXRX). Its four uses, `a` to `d`, are added with weights 3, 1, 3, 1, and `cyc` matches them to the block formula.

`twoLevel_witness` verifies the conditions on F and P for the two-level matrices above. The equalities are checked entry by entry, and each semidefinite block is written as a product M†M.
